# Temperley–Lieb generators on different bonds of an open chain are distinct for local dimension at least two

On an open chain of `N + 1` sites with local space ℂ^d, the generator E_i acts on the neighbouring sites i and i + 1 as ΩΩ^H, where Ω = ∑ₐ eₐ ⊗ eₐ is unnormalised; it is thus d times the projector onto the normalised maximally entangled state of the two sites. The lemma `tl_ne` states that for d ≥ 2 and i ≠ j the operators E_i and E_j are different. The proof supposes them equal, applies both to the state whose amplitudes are all 1, and compares the results at a configuration with a domain wall at bond j: local state 0 up to site j, local state 1 beyond it. The two sites of bond i agree there, which gives the amplitude d, while those of bond j differ, which gives 0, so d would have to be 0.

The failing Lean file:

```lean
import Mathlib

open Matrix Function

namespace TemperleyLiebChain

noncomputable section

/-- States of `N` sites with local space `ℂ^d`, given by their amplitudes on product
configurations. -/
abbrev ChainState (N d : ℕ) := (Fin N → Fin d) → ℂ

/-- The unnormalised maximally entangled vector `Ω = ∑ a, e_a ⊗ e_a`, in components. -/
def Omega (d : ℕ) : Fin d × Fin d → ℂ := fun p => if p.1 = p.2 then 1 else 0

/-- For distinct sites `x` and `y`, the action of the two-site matrix `K` on these sites. -/
def onPair {N d : ℕ} (x y : Fin N) (K : Matrix (Fin d × Fin d) (Fin d × Fin d) ℂ) :
    Module.End ℂ (ChainState N d) where
  toFun ψ s := ∑ a, ∑ b, K (s x, s y) (a, b) * ψ (update (update s x a) y b)
  map_add' ψ φ := by
    funext s
    simp [mul_add, Finset.sum_add_distrib]
  map_smul' c ψ := by
    funext s
    simp [Finset.mul_sum, mul_left_comm]

/-- For distinct sites `x` and `y`, the operator `Ω Ω^H` acting on these sites. -/
def bond {N : ℕ} (d : ℕ) (x y : Fin N) : Module.End ℂ (ChainState N d) :=
  onPair x y (vecMulVec (Omega d) (star (Omega d)))

/-- The generator `E_i`: the operator `Ω Ω^H` on the neighbouring sites `i` and `i + 1` of a
chain of `N + 1` sites. -/
def tl {N : ℕ} (d : ℕ) (i : Fin N) : Module.End ℂ (ChainState (N + 1) d) :=
  bond d i.castSucc i.succ

/-- The amplitude of `Ω Ω^H ψ` vanishes unless the two sites agree, and is then the sum of the
amplitudes of `ψ` over all equal pairs on these sites. -/
theorem bond_apply {N d : ℕ} (x y : Fin N) (ψ : ChainState N d) (s : Fin N → Fin d) :
    bond d x y ψ s =
      if s x = s y then ∑ a, ψ (update (update s x a) y a) else 0 := by
  have K : ∀ a b a' b' : Fin d, vecMulVec (Omega d) (star (Omega d)) (a, b) (a', b') =
      if a = b then (if a' = b' then 1 else 0) else 0 := by
    intro a b a' b'
    by_cases h : a = b <;> by_cases h' : a' = b' <;> simp [vecMulVec_apply, Omega, h, h']
  change ∑ a, ∑ b, vecMulVec (Omega d) (star (Omega d)) (s x, s y) (a, b) *
    ψ (update (update s x a) y b) = _
  simp only [K]
  by_cases h : s x = s y <;> simp [h]

/-- For local dimension at least two, different bonds carry different generators. -/
theorem tl_ne {N d : ℕ} (hd : 2 ≤ d) {i j : Fin N} (hij : i ≠ j) : tl d i ≠ tl d j := by
  intro h
  -- a configuration with a domain wall at bond `j`
  obtain ⟨s, s0, s1⟩ : ∃ s : Fin (N + 1) → Fin d,
      (∀ k, (k : ℕ) ≤ j → s k = ⟨0, by omega⟩) ∧ (∀ k, ¬ (k : ℕ) ≤ j → s k = ⟨1, by omega⟩) :=
    ⟨fun k => if (k : ℕ) ≤ j then ⟨0, by omega⟩ else ⟨1, by omega⟩,
      fun _ hk => if_pos hk, fun _ hk => if_neg hk⟩
  have hne : (i : ℕ) ≠ j := fun e => hij (Fin.ext e)
  have hi : s i.castSucc = s i.succ := by
    rcases lt_or_gt_of_ne hne with g | g
    · rw [s0 i.castSucc (show (i : ℕ) ≤ j by omega), s0 i.succ (show (i : ℕ) + 1 ≤ j by omega)]
    · rw [s1 i.castSucc (show ¬ (i : ℕ) ≤ j by omega),
        s1 i.succ (show ¬ (i : ℕ) + 1 ≤ j by omega)]
  have hj : s j.castSucc ≠ s j.succ := by
    rw [s0 j.castSucc (show (j : ℕ) ≤ j from le_rfl),
      s1 j.succ (show ¬ (j : ℕ) + 1 ≤ j by omega)]
    simp
  have hs := congrFun (LinearMap.congr_fun h (fun _ => 1)) s
  simp only [tl, bond_apply, if_pos hi, if_neg hj] at hs
  simp at hs
  omega

end

end TemperleyLiebChain
```

Lean reports:

```
Main.lean:55:28: error: Application type mismatch: The argument
  k
has type
  ℕ
but is expected to have type
  Fin (N + 1)
in the application
  s k
Main.lean:55:73: error: Application type mismatch: The argument
  k
has type
  ℕ
but is expected to have type
  Fin (N + 1)
in the application
  s k
```

Cause. The two messages report the same error, once for each half of the statement that describes the configuration `s`. In `∀ k, (k : ℕ) ≤ j → s k = …` the binder `k` has no type of its own, and Lean reads the formula from left to right. When it meets `(k : ℕ)`, the type of `k` is still unknown, so Lean settles it as `ℕ` instead of inserting a coercion. The later `s k` then fails, because `s` takes a site, an element of `Fin (N + 1)`, and not a natural number.

The repair writes `∀ k : Fin (N + 1)` in both halves. The type of `k` is now known from the start, `(k : ℕ)` becomes the coercion from a site to its number, and `s k` is well typed. The function `fun k => if (k : ℕ) ≤ j …` given as the witness needs no such annotation, since its expected type `Fin (N + 1) → Fin d` already fixes the type of `k`. The new line break between the two halves is mere layout.

The mended proof, as a diff:

```diff
@@ -53,5 +53,6 @@
   -- a configuration with a domain wall at bond `j`
   obtain ⟨s, s0, s1⟩ : ∃ s : Fin (N + 1) → Fin d,
-      (∀ k, (k : ℕ) ≤ j → s k = ⟨0, by omega⟩) ∧ (∀ k, ¬ (k : ℕ) ≤ j → s k = ⟨1, by omega⟩) :=
+      (∀ k : Fin (N + 1), (k : ℕ) ≤ j → s k = ⟨0, by omega⟩) ∧
+      (∀ k : Fin (N + 1), ¬ (k : ℕ) ≤ j → s k = ⟨1, by omega⟩) :=
     ⟨fun k => if (k : ℕ) ≤ j then ⟨0, by omega⟩ else ⟨1, by omega⟩,
       fun _ hk => if_pos hk, fun _ hk => if_neg hk⟩
```
